# Forces from a translation-invariant potential sum to zero wherever the potential is differentiable

The gradient is taken one particle at a time. A configuration \(q\) is a list of \(N\) positions \(q_i\in\mathbb R^d\), and \(g_i(q)\in\mathbb R^d\) denotes the gradient of the potential \(V\) as a function of position \(i\), with all other particles held fixed. This is the object a force routine stores, up to sign: the force on particle \(i\) is \(-g_i(q)\). Differentiability of \(V\) is required only at the configuration under study, so potentials that are singular when particles coincide, such as Lennard-Jones, are admitted.

## Zero total force

Suppose that shifting every particle by the same vector \(a\) never changes the energy:

\[
V(q_i+a \text{ for all } i)=V(q)\qquad\text{for all } q \text{ and } a.
\]

Then, at every \(q\) where \(V\) is differentiable,

\[
\sum_i g_i(q)=0 .
\]

This is weaker than Newton's third law, which pairs off individual forces. Many-body potentials are included, and only the total is constrained.

## Momentum drift as a test of the force routine

In a molecular dynamics code, the identity gives a cheap test for a finite system of classical particles without external fields: add up the force array after a force evaluation. The result should be zero up to floating-point rounding. A larger residual can come from a pair force applied to only one partner, or from an energy that is not translation invariant, such as one interpolated on a fixed mesh. A small residual does not validate the forces, since equal and opposite errors cancel in the sum.

Velocity Verlet is usually coded as a half kick, a drift, a new force evaluation and a second half kick. With masses \(m_i\), velocities \(v_i\) and step length \(h\), eliminating the half-step velocity gives

\[
q_i'=q_i+h v_i-\frac{h^2}{2m_i}g_i(q),\qquad
v_i'=v_i-\frac{h}{2m_i}\bigl(g_i(q)+g_i(q')\bigr).
\]

These are the formulas used in the Lean file.

## From a common shift to a vanishing sum

Let \(DV(q)[u]\) be the first-order change of \(V\) under displacements \(u_i\). If only particle \(i\) moves, the chain rule gives the change \(g_i(q)\cdot u_i\). Any displacement is the sum of its one-particle parts, and \(DV(q)\) is linear, so

\[
DV(q)[u]=\sum_i g_i(q)\cdot u_i .
\]

Now set \(u_i=b\) for every \(i\). Along the path \(q_i+tb\) the potential is constant, hence

\[
0=\frac{d}{dt}V(q_i+tb \text{ for all } i)\Big|_{t=0}
=\Bigl(\sum_i g_i(q)\Bigr)\cdot b .
\]

Since \(b\) is arbitrary, it may be chosen equal to the sum itself. The squared length of the sum is then zero, and so is the sum.

Conversely, let \(V\) be differentiable everywhere with \(\sum_i g_i=0\) at every configuration. The derivative of \(V\) along \(q_i+sb\) is then zero for every \(s\), so the values at \(s=0\) and \(s=1\) agree, which is translation invariance.

For momenta \(p_i\) obeying \(\dot p_i=-g_i(q)\), summation gives \(\frac{d}{dt}\sum_i p_i=-\sum_i g_i(q)=0\). For a Verlet step, multiplying the velocity update by \(m_i\) cancels the mass:

\[
\sum_i m_i v_i'=\sum_i m_i v_i-\frac h2\Bigl(\sum_i g_i(q)+\sum_i g_i(q')\Bigr)=\sum_i m_i v_i .
\]

Both bracketed sums vanish if \(V\) is differentiable at \(q\) and at \(q'\). The size of \(h\) plays no role.

Finally, a pair energy \(\sum_{i<j}\varphi_{ij}(q_i-q_j)\) is translation invariant because \((q_i+a)-(q_j+a)=q_i-q_j\). It is differentiable at \(q\) if each \(\varphi_{ij}\) is differentiable at its difference vector.

## The Lean definitions and proofs

```lean
import Mathlib

open scoped InnerProductSpace

namespace TranslationInvariantForces

noncomputable section

/-- Position space of one particle in `d` dimensions. -/
abbrev Space (d : ℕ) := EuclideanSpace ℝ (Fin d)

/-- A configuration: the positions of `N` particles. -/
abbrev Config (N d : ℕ) := Fin N → Space d

variable {N d : ℕ}

/-- The potential is unchanged when all particles are shifted by a common vector. -/
def TranslationInvariant (V : Config N d → ℝ) : Prop :=
  ∀ (q : Config N d) (a : Space d), V (fun i => q i + a) = V q

/-- The gradient of the potential with respect to the position of particle `i`,
all other particles being held fixed. The force on particle `i` is its negative. -/
def partialGrad (V : Config N d → ℝ) (q : Config N d) (i : Fin N) : Space d :=
  gradient (fun y => V (Function.update q i y)) (q i)

/-- Where the potential is differentiable, the partial gradient of particle `i` gives the
first-order change of the potential when that particle alone is displaced. -/
theorem inner_partialGrad {V : Config N d → ℝ} {q : Config N d}
    (h : DifferentiableAt ℝ V q) (i : Fin N) (v : Space d) :
    ⟪partialGrad V q i, v⟫_ℝ = fderiv ℝ V q (Pi.single i v) := by
  have hV : HasFDerivAt V (fderiv ℝ V q) (Function.update q i (q i)) := by
    rw [Function.update_eq_self]
    exact h.hasFDerivAt
  -- chain rule through the map that moves only particle `i`
  have hc := hV.comp (q i) (hasFDerivAt_update q (q i))
  have hf : fderiv ℝ (fun y => V (Function.update q i y)) (q i) = _ := hc.fderiv
  unfold partialGrad gradient
  rw [InnerProductSpace.toDual_symm_apply, hf, ContinuousLinearMap.comp_apply]
  congr 1
  funext j
  by_cases hj : j = i
  · subst hj
    simp
  · simp [hj]

/-- Where the potential is differentiable, its first-order change under arbitrary displacements
of all particles is the sum of the one-particle contributions. -/
theorem fderiv_eq_sum_inner {V : Config N d → ℝ} {q : Config N d}
    (h : DifferentiableAt ℝ V q) (v : Config N d) :
    fderiv ℝ V q v = ∑ i, ⟪partialGrad V q i, v i⟫_ℝ := by
  calc fderiv ℝ V q v = fderiv ℝ V q (∑ i, Pi.single i (v i)) := by
        rw [Finset.univ_sum_single]
    _ = ∑ i, ⟪partialGrad V q i, v i⟫_ℝ := by
        rw [map_sum]
        exact Finset.sum_congr rfl fun i _ => (inner_partialGrad h i (v i)).symm

/-- For a translation-invariant potential, the partial gradients sum to zero at every
configuration where the potential is differentiable. -/
theorem sum_partialGrad_eq_zero {V : Config N d → ℝ} (hV : TranslationInvariant V)
    {q : Config N d} (h : DifferentiableAt ℝ V q) :
    ∑ i, partialGrad V q i = 0 := by
  refine ext_inner_right ℝ fun b => ?_
  -- the potential is constant along the common shift `t • b`
  have hd : HasDerivAt (fun t : ℝ => V (q + t • (fun _ : Fin N => b)))
      (fderiv ℝ V q (fun _ => b)) 0 := h.hasFDerivAt.hasLineDerivAt (fun _ => b)
  have hc : (fun t : ℝ => V (q + t • (fun _ : Fin N => b))) = fun _ => V q :=
    funext fun t => hV q (t • b)
  rw [hc] at hd
  have h0 : fderiv ℝ V q (fun _ => b) = 0 := hd.unique (hasDerivAt_const 0 (V q))
  rw [inner_zero_left, sum_inner]
  exact (fderiv_eq_sum_inner h (fun _ => b)).symm.trans h0

/-- Conversely, an everywhere differentiable potential whose partial gradients sum to zero at
every configuration is translation invariant. -/
theorem translationInvariant_of_sum_eq_zero {V : Config N d → ℝ} (h : Differentiable ℝ V)
    (h0 : ∀ q, ∑ i, partialGrad V q i = 0) : TranslationInvariant V := by
  intro q b
  let v : Config N d := fun _ => b
  have hd : ∀ t : ℝ, HasDerivAt (fun s : ℝ => V (q + s • v)) 0 t := by
    intro t
    have hp : HasDerivAt (fun s : ℝ => q + s • v) v t :=
      (((hasDerivAt_id' t).smul_const v).const_add q).congr_deriv (one_smul ℝ v)
    have hz : fderiv ℝ V (q + t • v) v = 0 := by
      rw [fderiv_eq_sum_inner (h _) v]
      change ∑ i, ⟪partialGrad V (q + t • v) i, b⟫_ℝ = 0
      rw [← sum_inner, h0, inner_zero_left]
    exact ((h (q + t • v)).hasFDerivAt.comp_hasDerivAt t hp).congr_deriv hz
  -- zero derivative along the shift: compare its end with its start
  have hconst := is_const_of_deriv_eq_zero (fun t => (hd t).differentiableAt)
    (fun t => (hd t).deriv) 1 0
  simp only [one_smul, zero_smul, add_zero] at hconst
  exact hconst

/-- If at time `t` each momentum changes at the rate given by the force from a
translation-invariant potential, differentiable at the current configuration, then the total
momentum has zero time derivative at `t`. -/
theorem total_momentum_hasDerivAt_zero {V : Config N d → ℝ} (hV : TranslationInvariant V)
    {q p : ℝ → Config N d} {t : ℝ} (h : DifferentiableAt ℝ V (q t))
    (newton : ∀ i, HasDerivAt (fun s => p s i) (-partialGrad V (q t) i) t) :
    HasDerivAt (fun s => ∑ i, p s i) 0 t := by
  have hs := HasDerivAt.fun_sum (u := Finset.univ) fun i _ => newton i
  refine hs.congr_deriv ?_
  rw [Finset.sum_neg_distrib, sum_partialGrad_eq_zero hV h, neg_zero]

/-- Positions after one velocity Verlet step of length `h`, for nonzero masses `m`. -/
def verletPos (V : Config N d → ℝ) (m : Fin N → ℝ) (h : ℝ) (q v : Config N d) : Config N d :=
  fun i => q i + h • v i - (h ^ 2 / (2 * m i)) • partialGrad V q i

/-- Velocities after one velocity Verlet step of length `h`, for nonzero masses `m`. -/
def verletVel (V : Config N d → ℝ) (m : Fin N → ℝ) (h : ℝ) (q v : Config N d) : Config N d :=
  fun i => v i - (h / (2 * m i)) •
    (partialGrad V q i + partialGrad V (verletPos V m h q v) i)

/-- A velocity Verlet step of any length conserves total momentum exactly, for nonzero masses and
a translation-invariant potential differentiable at the old and the new configuration. -/
theorem verlet_total_momentum {V : Config N d → ℝ} (hV : TranslationInvariant V)
    {m : Fin N → ℝ} (hm : ∀ i, m i ≠ 0) (h : ℝ) (q v : Config N d)
    (hq : DifferentiableAt ℝ V q) (hq' : DifferentiableAt ℝ V (verletPos V m h q v)) :
    ∑ i, m i • verletVel V m h q v i = ∑ i, m i • v i := by
  -- the mass cancels in the momentum kick
  have kick : ∀ i, m i • verletVel V m h q v i = m i • v i - (h / 2) •
      (partialGrad V q i + partialGrad V (verletPos V m h q v) i) := by
    intro i
    have hi := hm i
    have hc : m i * (h / (2 * m i)) = h / 2 := by field_simp
    rw [verletVel, smul_sub, smul_smul, hc]
  rw [Finset.sum_congr rfl fun i _ => kick i, Finset.sum_sub_distrib, ← Finset.smul_sum,
    Finset.sum_add_distrib, sum_partialGrad_eq_zero hV hq, sum_partialGrad_eq_zero hV hq',
    add_zero, smul_zero, sub_zero]

/-- Sum of pair energies, each pair counted once and depending on its difference vector. -/
def pairEnergy (φ : Fin N → Fin N → Space d → ℝ) (q : Config N d) : ℝ :=
  ∑ i, ∑ j ∈ Finset.Ioi i, φ i j (q i - q j)

/-- The partial gradients of a pair energy sum to zero at every configuration where each pair
function is differentiable at the difference vector of its pair. -/
theorem pairEnergy_sum_partialGrad (φ : Fin N → Fin N → Space d → ℝ) (q : Config N d)
    (h : ∀ i j, i < j → DifferentiableAt ℝ (φ i j) (q i - q j)) :
    ∑ i, partialGrad (pairEnergy φ) q i = 0 := by
  have hV : TranslationInvariant (pairEnergy φ) := by
    intro x a
    simp only [pairEnergy, add_sub_add_right_eq_sub]
  refine sum_partialGrad_eq_zero hV ?_
  change DifferentiableAt ℝ
    (fun x : Config N d => ∑ i, ∑ j ∈ Finset.Ioi i, φ i j (x i - x j)) q
  refine DifferentiableAt.fun_sum fun i _ => DifferentiableAt.fun_sum fun j hj => ?_
  exact DifferentiableAt.comp (g := φ i j) (f := fun x : Config N d => x i - x j) q
    (h i j (Finset.mem_Ioi.1 hj)) (by fun_prop)

end

end TranslationInvariantForces
```

```lean
#print axioms TranslationInvariantForces.translationInvariant_of_sum_eq_zero
-- 'TranslationInvariantForces.translationInvariant_of_sum_eq_zero' depends on axioms: [propext, Classical.choice, Quot.sound]
#print axioms TranslationInvariantForces.total_momentum_hasDerivAt_zero
-- 'TranslationInvariantForces.total_momentum_hasDerivAt_zero' depends on axioms: [propext, Classical.choice, Quot.sound]
#print axioms TranslationInvariantForces.verlet_total_momentum
-- 'TranslationInvariantForces.verlet_total_momentum' depends on axioms: [propext, Classical.choice, Quot.sound]
#print axioms TranslationInvariantForces.pairEnergy_sum_partialGrad
-- 'TranslationInvariantForces.pairEnergy_sum_partialGrad' depends on axioms: [propext, Classical.choice, Quot.sound]
```

`Config N d` is the type of configurations, with particles labelled by `Fin N`, that is, from 0 to \(N-1\). `TranslationInvariant V` is the shift condition, and `partialGrad V q i` is \(g_i(q)\): `Function.update q i y` puts particle `i` at `y` and leaves the others in place. `fderiv ℝ V q` is \(DV(q)\).

`inner_partialGrad` is the chain-rule step, obtained by composing the derivative of `V` with that of the map moving one particle. `fderiv_eq_sum_inner` splits a displacement into one-particle parts and uses linearity.

In `sum_partialGrad_eq_zero`, `ext_inner_right` reduces the claim to inner products with an arbitrary `b`. The potential along the shift has derivative `fderiv ℝ V q (fun _ => b)`, but it is also constant; uniqueness of derivatives makes that number zero. `translationInvariant_of_sum_eq_zero` runs the argument backwards, with `is_const_of_deriv_eq_zero` comparing the two ends of the shift.

`total_momentum_hasDerivAt_zero` differentiates the sum term by term. In `verlet_total_momentum`, the intermediate claim `kick` cancels the mass, and the main theorem is applied at the old and new positions. `pairEnergy_sum_partialGrad` checks invariance and differentiability for `pairEnergy`, where `Finset.Ioi i` selects `j > i` so that each pair counts once.

## Reach of the conservation statements

The theorems hold for every finite \(N\) and \(d\), over the real numbers; rounding in a running code is not modelled. Newton's equation enters as the hypothesis `newton`, at a single time `t`. The Verlet result covers one step with nonzero masses, so massless virtual sites need separate treatment. It says nothing about energy conservation or trajectory accuracy.

The pair functions may depend on direction as well as distance, so angular momentum need not be conserved. A truncated pair energy that jumps at the cutoff fails the differentiability hypothesis when a pair sits exactly there. The converse requires differentiability everywhere, which excludes potentials that are singular at contact.
